# Flux conservation and S-matrix unitarity from the invariant-embedding equations with continuous real scattering strength

A wave of real wave number \(k\) meets a slab that fills \([0,x]\) on a line, and \(r(x)\) and \(t(x)\) are its reflection and transmission amplitudes for incidence on the face at \(x\), which moves outwards as the slab grows to thickness \(L\). The amplitude \(\rho(x)\) describes reflection from the fixed face at \(0\), and the real function \(v\) is the scattering strength per unit length. The medium outside is the same on both sides, and the phases of all three amplitudes are taken at the faces of the slab, so that an empty slab has \(t=e^{ikx}\).

```lean
import Mathlib

open Set Complex

namespace InvariantEmbedding

/-- The invariant-embedding equations for the reflection amplitude `r` and the transmission
amplitude `t` of a slab whose thickness grows from `0` to `L`, at wave number `k` and with
scattering strength `v`; a slab of zero thickness is transparent. -/
structure Amplitudes (k L : ℝ) (v : ℝ → ℝ) (r t : ℝ → ℂ) : Prop where
  reflection : ∀ x ∈ Icc 0 L,
    HasDerivWithinAt r (2 * I * k * r x - I * v x * (1 + r x) ^ 2) (Icc 0 L) x
  transmission : ∀ x ∈ Icc 0 L,
    HasDerivWithinAt t (I * k * t x - I * v x * (1 + r x) * t x) (Icc 0 L) x
  r_zero : r 0 = 0
  t_zero : t 0 = 1

/-- The embedding equation for the amplitude `ρ` of reflection from the fixed side of the slab:
a new layer is reached and left through the slab, which gives the factor `t ^ 2`. -/
structure BackReflection (L : ℝ) (v : ℝ → ℝ) (t ρ : ℝ → ℂ) : Prop where
  reflection : ∀ x ∈ Icc 0 L, HasDerivWithinAt ρ (-I * v x * t x ^ 2) (Icc 0 L) x
  zero : ρ 0 = 0

/-- The scattering matrix with reflection amplitudes `r`, `ρ` from the two sides and common
transmission amplitude `t`. -/
def scatteringMatrix (r t ρ : ℂ) : Matrix (Fin 2) (Fin 2) ℂ := !![r, t; t, ρ]

/-- A quantity that starts at zero and changes at a rate proportional to itself, with a
continuous coefficient, stays zero. -/
theorem linear_flow_zero {L : ℝ} {a y : ℝ → ℂ} (ha : ContinuousOn a (Icc 0 L))
    (hy : ∀ x ∈ Icc 0 L, HasDerivWithinAt y (a x * y x) (Icc 0 L) x) (h0 : y 0 = 0) :
    ∀ x ∈ Icc 0 L, y x = 0 := by
  intro x hx
  obtain ⟨K, hK⟩ := isCompact_Icc.exists_bound_of_continuousOn ha
  -- Grönwall's inequality with zero initial value
  have h := norm_le_gronwallBound_of_norm_deriv_right_le (f := y)
    (f' := fun x => a x * y x) (δ := 0) (K := K) (ε := 0) (a := 0) (b := L)
    (fun z hz => (hy z hz).continuousWithinAt)
    (fun z hz => (hy z (Ico_subset_Icc_self hz)).mono_of_mem_nhdsWithin
      (Icc_mem_nhdsGE_of_mem hz))
    (by simp [h0])
    (fun z hz => by
      show ‖a z * y z‖ ≤ K * ‖y z‖ + 0
      rw [norm_mul, add_zero]
      exact mul_le_mul_of_nonneg_right (hK z (Ico_subset_Icc_self hz)) (norm_nonneg _)) x hx
  rw [gronwallBound_ε0, zero_mul] at h
  exact norm_le_zero_iff.mp h

/-- The complex conjugates of the two embedding rates, for real wave number `k` and real
scattering strength `v`. -/
theorem conj_rates (k v : ℝ) (r t : ℂ) :
    star (2 * I * k * r - I * v * (1 + r) ^ 2)
        = -(2 * I * k * star r) + I * v * (1 + star r) ^ 2 ∧
      star (I * k * t - I * v * (1 + r) * t)
        = -(I * k * star t) + I * v * (1 + star r) * star t := by
  have hI : star I = -I := Complex.conj_I
  have hR : ∀ a : ℝ, star (a : ℂ) = a := fun a => Complex.conj_ofReal a
  constructor <;>
    simp only [star_sub, star_mul', star_add, star_pow, star_one, star_ofNat, hI, hR] <;> ring

variable {k L : ℝ} {v : ℝ → ℝ} {r t ρ : ℝ → ℂ}

/-- The flux defect `|r|² + |t|² - 1` changes at a rate proportional to itself. -/
theorem flux_defect_deriv (h : Amplitudes k L v r t) {x : ℝ} (hx : x ∈ Icc 0 L) :
    HasDerivWithinAt (fun x => r x * star (r x) + t x * star (t x) - 1)
      (-I * v x * (r x - star (r x)) * (r x * star (r x) + t x * star (t x) - 1))
      (Icc 0 L) x := by
  have hr := h.reflection x hx
  have ht := h.transmission x hx
  have hr' := hr.star.congr_deriv (conj_rates k (v x) (r x) (t x)).1
  have ht' := ht.star.congr_deriv (conj_rates k (v x) (r x) (t x)).2
  exact (((hr.fun_mul hr').fun_add (ht.fun_mul ht')).sub_const 1).congr_deriv (by ring)

/-- Flux conservation: for continuous real scattering strength, reflection and transmission
probabilities add up to one at every thickness. -/
theorem flux_conservation (hv : ContinuousOn v (Icc 0 L)) (h : Amplitudes k L v r t) :
    ∀ x ∈ Icc 0 L, ‖r x‖ ^ 2 + ‖t x‖ ^ 2 = 1 := by
  intro x hx
  have hvc : ContinuousOn (fun x => (v x : ℂ)) (Icc 0 L) :=
    Complex.continuous_ofReal.comp_continuousOn hv
  have hrc : ContinuousOn r (Icc 0 L) := fun z hz => (h.reflection z hz).continuousWithinAt
  have hrs : ContinuousOn (fun x => star (r x)) (Icc 0 L) :=
    continuous_star.comp_continuousOn hrc
  have hN := linear_flow_zero ((continuousOn_const (c := -I)).mul hvc |>.mul (hrc.sub hrs))
    (fun z hz => flux_defect_deriv h hz) (by simp [h.r_zero, h.t_zero]) x hx
  have e : ∀ z : ℂ, z * star z = ((‖z‖ ^ 2 : ℝ) : ℂ) := fun z => by
    rw [← Complex.normSq_eq_norm_sq]
    exact Complex.mul_conj z
  simp only [e] at hN
  have hN' : ‖r x‖ ^ 2 + ‖t x‖ ^ 2 - 1 = 0 := by exact_mod_cast hN
  linarith

/-- For continuous scattering strength the transmission amplitude vanishes at no thickness. -/
theorem transmission_ne_zero (hv : ContinuousOn v (Icc 0 L)) (h : Amplitudes k L v r t) :
    ∀ x ∈ Icc 0 L, t x ≠ 0 := by
  intro x hx hzero
  have hvc : ContinuousOn (fun x => (v x : ℂ)) (Icc 0 L) :=
    Complex.continuous_ofReal.comp_continuousOn hv
  have hrc : ContinuousOn r (Icc 0 L) := fun z hz => (h.reflection z hz).continuousWithinAt
  have hb : ContinuousOn (fun z => I * k - I * v z * (1 + r z)) (Icc 0 L) :=
    continuousOn_const.sub ((continuousOn_const.mul hvc).mul (continuousOn_const.add hrc))
  have hm : MapsTo (fun y => x - y) (Icc 0 x) (Icc 0 L) := fun y hy =>
    ⟨by linarith [hy.2], by linarith [hy.1, hx.2]⟩
  have hc : ContinuousOn (fun y => -(I * k - I * v (x - y) * (1 + r (x - y)))) (Icc 0 x) :=
    (hb.comp (continuous_const.sub continuous_id).continuousOn hm).neg
  -- run the equation backwards from the supposed zero
  have hs : ∀ y ∈ Icc 0 x, HasDerivWithinAt (fun y => t (x - y))
      (-(I * k - I * v (x - y) * (1 + r (x - y))) * t (x - y)) (Icc 0 x) y := by
    intro y hy
    have hd : HasDerivWithinAt (fun y : ℝ => x - y) (-1) (Icc 0 x) y :=
      ((hasDerivAt_id' y).const_sub x).hasDerivWithinAt
    refine (HasDerivWithinAt.scomp y (h.transmission (x - y) (hm hy)) hd hm).congr_deriv ?_
    rw [neg_smul, one_smul]
    ring
  have h1 := linear_flow_zero hc hs (by simpa using hzero) x ⟨hx.1, le_rfl⟩
  simp [h.t_zero] at h1

/-- For continuous real scattering strength, reflection is never total. -/
theorem reflection_lt_one (hv : ContinuousOn v (Icc 0 L)) (h : Amplitudes k L v r t) :
    ∀ x ∈ Icc 0 L, ‖r x‖ < 1 := by
  intro x hx
  have ht := norm_pos_iff.mpr (transmission_ne_zero hv h x hx)
  nlinarith [flux_conservation hv h x hx, norm_nonneg (r x), pow_pos ht 2]

/-- For continuous real scattering strength, the scattering matrix built from the embedding
equations is unitary at every thickness. -/
theorem scatteringMatrix_unitary (hv : ContinuousOn v (Icc 0 L)) (h : Amplitudes k L v r t)
    (hρ : BackReflection L v t ρ) :
    ∀ x ∈ Icc 0 L, scatteringMatrix (r x) (t x) (ρ x) ∈ Matrix.unitaryGroup (Fin 2) ℂ := by
  have hN : ∀ x ∈ Icc 0 L, r x * star (r x) + t x * star (t x) = 1 := by
    intro x hx
    have e : ∀ z : ℂ, z * star z = ((‖z‖ ^ 2 : ℝ) : ℂ) := fun z => by
      rw [← Complex.normSq_eq_norm_sq]
      exact Complex.mul_conj z
    rw [e, e]
    exact_mod_cast flux_conservation hv h x hx
  have hvc : ContinuousOn (fun x => (v x : ℂ)) (Icc 0 L) :=
    Complex.continuous_ofReal.comp_continuousOn hv
  have hrs : ContinuousOn (fun x => star (r x)) (Icc 0 L) :=
    continuous_star.comp_continuousOn fun z hz => (h.reflection z hz).continuousWithinAt
  have hc : ContinuousOn (fun x => -(I * k) + I * v x * (1 + star (r x))) (Icc 0 L) :=
    continuousOn_const.add ((continuousOn_const.mul hvc).mul (continuousOn_const.add hrs))
  -- the overlap of the two columns obeys a linear equation and starts at zero
  have hW : ∀ x ∈ Icc 0 L, star (r x) * t x + star (t x) * ρ x = 0 := by
    refine linear_flow_zero hc (fun x hx => ?_) (by simp [h.r_zero, hρ.zero])
    have ht := h.transmission x hx
    have hr' := (h.reflection x hx).star.congr_deriv (conj_rates k (v x) (r x) (t x)).1
    have ht' := ht.star.congr_deriv (conj_rates k (v x) (r x) (t x)).2
    refine ((hr'.fun_mul ht).fun_add (ht'.fun_mul (hρ.reflection x hx))).congr_deriv ?_
    linear_combination (-I * v x * t x) * hN x hx
  intro x hx
  have h00 : star (r x) * r x + star (t x) * t x = 1 := by linear_combination hN x hx
  have h01 := hW x hx
  have h10 : star (t x) * r x + star (ρ x) * t x = 0 := by
    have h' := congrArg star h01
    simp only [star_add, star_mul', star_star, star_zero] at h'
    linear_combination h'
  have ht := transmission_ne_zero hv h x hx
  -- orthogonal columns and `t ≠ 0` make the two reflection probabilities equal
  have h11 : star (t x) * t x + star (ρ x) * ρ x = 1 := by
    have hne : star (t x) * t x ≠ 0 := mul_ne_zero (star_ne_zero.mpr ht) ht
    apply mul_left_cancel₀ hne
    linear_combination (star (t x) * t x) * h00 + (star (ρ x) * t x) * h01
      - (star (r x) * t x) * h10
  have hs : star (scatteringMatrix (r x) (t x) (ρ x))
      = !![star (r x), star (t x); star (t x), star (ρ x)] := by
    ext i j
    fin_cases i <;> fin_cases j <;> rfl
  rw [Matrix.mem_unitaryGroup_iff', hs, scatteringMatrix, Matrix.mul_fin_two,
    h00, h01, h10, h11, Matrix.one_fin_two]

/-- Constant scattering strength `κ` at wave number `2κ` solves all the embedding equations
with `r = ρ = -iκx / (1 - iκx)` and `t = 1 / (1 - iκx)`. -/
theorem amplitudes_witness (κ L : ℝ) :
    Amplitudes (2 * κ) L (fun _ => κ) (fun x => -(I * κ * x) / (1 - I * κ * x))
        (fun x => 1 / (1 - I * κ * x)) ∧
      BackReflection L (fun _ => κ) (fun x => 1 / (1 - I * κ * x))
        (fun x => -(I * κ * x) / (1 - I * κ * x)) := by
  have hne : ∀ x : ℝ, 1 - I * κ * x ≠ 0 := fun x h0 => by
    have h1 := congrArg Complex.re h0
    simp at h1
  have hq : ∀ x : ℝ, HasDerivAt (fun y : ℝ => I * κ * (y : ℂ)) (I * κ) x := fun x => by
    simpa using ((hasDerivAt_id x).ofReal_comp).const_mul (I * (κ : ℂ))
  have hr : ∀ x : ℝ, HasDerivAt (fun y : ℝ => -(I * κ * (y : ℂ)) / (1 - I * κ * y))
      (-(I * κ) / (1 - I * κ * x) ^ 2) x := fun x =>
    ((hq x).fun_neg.fun_div ((hq x).const_sub 1) (hne x)).congr_deriv (by ring)
  have ht : ∀ x : ℝ, HasDerivAt (fun y : ℝ => 1 / (1 - I * κ * (y : ℂ)))
      (I * κ / (1 - I * κ * x) ^ 2) x := fun x =>
    ((hasDerivAt_const x (1 : ℂ)).fun_div ((hq x).const_sub 1) (hne x)).congr_deriv (by ring)
  refine ⟨⟨fun x _ => (hr x).hasDerivWithinAt.congr_deriv ?_,
    fun x _ => (ht x).hasDerivWithinAt.congr_deriv ?_, by simp, by simp⟩,
    ⟨fun x _ => (hr x).hasDerivWithinAt.congr_deriv ?_, by simp⟩⟩
  · have := hne x
    push_cast
    field_simp
    ring
  · have := hne x
    push_cast
    field_simp
    ring
  · simp only [div_pow, one_pow]
    ring

end InvariantEmbedding
```

```lean
#print axioms InvariantEmbedding.reflection_lt_one
#print axioms InvariantEmbedding.scatteringMatrix_unitary
```

```
'InvariantEmbedding.reflection_lt_one' depends on axioms: [propext, Classical.choice, Quot.sound]
'InvariantEmbedding.scatteringMatrix_unitary' depends on axioms: [propext, Classical.choice, Quot.sound]
```

## Growing the slab by a thin layer

The amplitudes obey

\[
r'=2ikr-iv(1+r)^2,\qquad t'=ikt-iv(1+r)t,\qquad \rho'=-ivt^2,
\]

with \(r(0)=\rho(0)=0\) and \(t(0)=1\): a slab of zero thickness is transparent.

Each term describes what a new layer of thickness \(dx\) does. A reflected wave crosses the layer twice and a transmitted wave crosses it once, which gives \(2ik\,r\) and \(ik\,t\). At the moving face the total field is \(1+r\), and the layer scatters it with amplitude \(-iv\,dx\) in either direction. The part sent outwards joins the reflected wave directly, and the part sent inwards joins it after reflection from the slab with amplitude \(r\), hence the second factor \(1+r\). The part sent inwards is also transmitted through the slab, with amplitude \(t\). A wave from the fixed side must pass through the slab to reach the layer and again to return, hence \(t^2\).

For a particle of mass \(m\) in a potential \(U\), with \(k>0\), the strength is \(v=mU/(\hbar^2k)\), so the letter \(v\) is neither the potential nor a velocity. Likewise \(t\) is not time and \(\rho\) is not a density.

## What the Lean statements say

`Amplitudes k L v r t` collects the equations and initial values for \(r\) and \(t\), and `BackReflection L v t ρ` does the same for \(\rho\). The interval \([0,L]\) is `Icc 0 L`. `HasDerivWithinAt` takes derivatives within it, so for \(L>0\) they are one-sided at the ends.

The type `v : ℝ → ℝ` makes the scattering strength real, which stands for a medium without absorption or gain. The hypothesis `ContinuousOn v (Icc 0 L)` asks for continuity on the slab; a potential that jumps inside it does not meet this condition.

`flux_conservation` states that \(|r|^2+|t|^2=1\) at every \(x\in[0,L]\). Under the same hypotheses, `transmission_ne_zero` gives \(t\ne0\) and `reflection_lt_one` gives \(|r|<1\). If \(\rho\) also satisfies its equation, `scatteringMatrix_unitary` states that

\[
S=\begin{pmatrix} r&t\\ t&\rho\end{pmatrix}
\]

is unitary at every thickness. Reflection amplitudes stand on the diagonal, and column 0 belongs to incidence on the moving face. The same \(t\) in both off-diagonal entries builds reciprocity into the definition.

The embedding equations are hypotheses here; the step from the Schrödinger equation to them is assumed. In coherent transport of non-interacting particles through a single channel, the result says that the transmission probability \(|t|^2\) and the reflection probability account for all the incident flux. A numerical integration of this one-dimensional model can monitor \(|r|^2+|t|^2-1\) as a partial check: a value away from zero reveals an error, but an error that keeps the sum of the two probabilities at one, such as a wrong phase, goes unnoticed.

## A linear equation that starts at zero

Three of the arguments below use one fact. Suppose \(y'=a(x)y\) with \(a\) continuous and \(y(0)=0\). On the closed interval \(|a|\le K\) for some \(K\), so

\[
(|y|^2)'=2\,\mathrm{Re}(a)\,|y|^2\le 2K|y|^2 .
\]

Thus \(e^{-2Kx}|y|^2\) does not increase. It starts at zero and is never negative, so \(y=0\) throughout.

This is `linear_flow_zero`. The Lean proof obtains \(K\) from compactness and applies Mathlib's Grönwall inequality to \(|y'|\le K|y|\) with initial value zero.

## The flux defect

Since \(k\) and \(v\) are real, conjugation gives

\[
\bar r'=-2ik\bar r+iv(1+\bar r)^2,\qquad
\bar t'=-ik\bar t+iv(1+\bar r)\bar t ,
\]

which is the content of `conj_rates`, where `star` is complex conjugation. In \((r\bar r)'\) the terms with \(k\) cancel:

\[
\begin{aligned}
(r\bar r)'&=iv\left[r(1+\bar r)^2-\bar r(1+r)^2\right]\\
&=iv(r-\bar r)(1-|r|^2).
\end{aligned}
\]

They cancel in the transmitted part too:

\[
(t\bar t)'=-iv(1+r)|t|^2+iv(1+\bar r)|t|^2=-iv(r-\bar r)|t|^2 .
\]

With \(N=|r|^2+|t|^2-1\), the sum is

\[
N'=-iv(r-\bar r)N .
\]

`flux_defect_deriv` proves this with the product rule, and `ring` does the algebra. Because \(N(0)=0+1-1=0\) and the coefficient is continuous, the linear fact gives \(N=0\). `flux_conservation` carries out this step and then turns \(z\bar z\) into \(|z|^2\), to pass from a complex equation to a real one.

## Why transmission never vanishes

Write \(t'=b(x)t\) with \(b=ik-iv(1+r)\), and suppose \(t(x_0)=0\). The reversed function \(u(y)=t(x_0-y)\) on \([0,x_0]\) satisfies

\[
u'(y)=-b(x_0-y)\,u(y),\qquad u(0)=0 .
\]

Hence \(u=0\) on the whole interval. But \(u(x_0)=t(0)=1\), a contradiction. In `transmission_ne_zero` the chain rule `HasDerivWithinAt.scomp` supplies the reversed equation. Then \(|r|^2=1-|t|^2<1\), which is `reflection_lt_one`.

## Orthogonal columns and unitarity

The overlap of the two columns of \(S\) is \(W=\bar r t+\bar t\rho\). Differentiation gives

\[
\begin{aligned}
W'={}&-ik\bar r t+ivt\left[(1+\bar r)^2-\bar r(1+r)-|t|^2\right]\\
&+\left[-ik+iv(1+\bar r)\right]\bar t\rho .
\end{aligned}
\]

The first bracket equals \(1+\bar r+\bar r^2-(|r|^2+|t|^2)\), and flux conservation reduces it to \(\bar r(1+\bar r)\). Therefore

\[
W'=\left[-ik+iv(1+\bar r)\right]W,\qquad W(0)=0,
\]

and \(W=0\) by the linear fact. In Lean this is `hW`, where the `linear_combination` with `hN` inserts flux conservation at the same place.

From \(W=0\) follows \(|r||t|=|t||\rho|\), and \(t\ne0\) gives \(|\rho|=|r|\). Consequently

\[
S^\dagger S=
\begin{pmatrix}|r|^2+|t|^2&W\\ \bar W&|t|^2+|\rho|^2\end{pmatrix}
=\begin{pmatrix}1&0\\0&1\end{pmatrix}.
\]

The entries are `h00`, `h01`, `h10` and `h11` in the code. For `h11`, Lean multiplies the wanted equation by \(|t|^2\), derives it from the other three entries, and cancels the nonzero factor.

## A barrier at the particle's energy

`amplitudes_witness` gives an explicit solution for constant \(v=\kappa\) and \(k=2\kappa\), with \(\kappa\) real:

\[
r=\rho=\frac{-i\kappa x}{1-i\kappa x},\qquad t=\frac{1}{1-i\kappa x}.
\]

The denominator has real part 1, so it never vanishes. With \(q=i\kappa x\), one has \(1+r=(1-2q)/(1-q)\), and the right-hand side of the reflection equation becomes

\[
-i\kappa\,\frac{4q(1-q)+(1-2q)^2}{(1-q)^2}=\frac{-i\kappa}{(1-q)^2}=r' .
\]

For transmission,

\[
t\left[2i\kappa-i\kappa\frac{1-2q}{1-q}\right]=\frac{i\kappa}{(1-q)^2}=t' ,
\]

and \(\rho'=-i\kappa/(1-q)^2=-i\kappa t^2\). The initial values follow at \(x=0\). Lean computes the derivatives with the quotient rule and checks each equation by algebra that ends in `ring`.

For \(\kappa>0\) the relation \(v=mU/(\hbar^2k)\) gives \(U=\hbar^2k^2/(2m)\), so this is a rectangular barrier whose height equals the particle's energy. Its transmission probability is \(|t|^2=1/(1+\kappa^2x^2)\), and its reflection probability is \(\kappa^2x^2/(1+\kappa^2x^2)\).
